# Each rotation symmetry of a planar lattice allows only finitely many polarisations modulo quanta

Q: Take a flat insulating crystal with a threefold axis. A vector that is unchanged by a threefold rotation in the plane is zero, so I expect zero polarisation. Yet a Berry-phase calculation can return one third and two thirds of a quantum along the two lattice vectors. How can a symmetric crystal have that?

A: The bulk polarisation of a crystal is a class of vectors. In two dimensions write it as $\frac{e}{A}(P_0\mathbf a_0+P_1\mathbf a_1)$, with $e$ the elementary charge, $A$ the cell area and $\mathbf a_0,\mathbf a_1$ the lattice vectors. Reassigning a charge $e$ to the next cell changes $P=(P_0,P_1)$ by an integer vector, although the crystal is the same. Symmetry therefore requires only that the rotated $P$ lie in the same class as $P$. The code takes this as its definition of equivalence, in any finite dimension.

In Lean 4 with Mathlib:

```lean
import Mathlib

open Matrix

namespace QuantisedPolarisation

variable {n : Type*} [Fintype n] [DecidableEq n]

/-- Two polarisations, in lattice coordinates, are equivalent when they differ by an
integer vector of polarisation quanta. -/
def SamePolarisation {n : Type*} (P Q : n → ℝ) : Prop :=
  ∃ m : n → ℤ, ∀ i, (P - Q) i = (m i : ℝ)
```

Q: And the symmetry itself?

A: An operation that maps the lattice to itself is an integer matrix $C$ in lattice coordinates. If the crystal has the symmetry, then $CP-P$ is an integer vector, and the code calls any such $P$ invariant. In `IsInvariant`, the `map` turns the integer entries into real ones so that the matrix can act on $P$.

```lean
/-- The polarisation `P` is invariant under the lattice operation `C` when `C P` and `P`
are equivalent. -/
def IsInvariant {n : Type*} [Fintype n] (C : Matrix n n ℤ) (P : n → ℝ) : Prop :=
  SamePolarisation (C.map (Int.cast : ℤ → ℝ) *ᵥ P) P
```

Q: So the physics enters as a definition. What is left out?

A: There is no Hamiltonian, Wannier function or Berry phase here: `P` is any real vector. That a crystal's polarisation obeys `IsInvariant` is assumed, and it stands for an insulating, neutral crystal, ions included, which the operation maps to itself. In the plane the Chern number is also taken to be zero, since otherwise the Berry-phase polarisation depends on where the Brillouin zone is cut. The theorems say which classes are allowed, not which one a given material realises.

Q: Which matrices do you use?

A: The columns are the images of $\mathbf a_0$ and $\mathbf a_1$. The twofold rotation reverses both.

```lean
/-- The twofold rotation in lattice coordinates. -/
def C2 : Matrix (Fin 2) (Fin 2) ℤ := !![-1, 0; 0, -1]
```

For the hexagonal lattice the two vectors are at $120^\circ$, so the threefold rotation sends $\mathbf a_0\to\mathbf a_1$ and $\mathbf a_1\to-\mathbf a_0-\mathbf a_1$. With vectors at $60^\circ$ the fractions below would read differently.

```lean
/-- The threefold rotation in the coordinates of a hexagonal lattice. -/
def C3 : Matrix (Fin 2) (Fin 2) ℤ := !![0, -1; 1, -1]
```

On the square lattice, $\mathbf a_0\to\mathbf a_1$ and $\mathbf a_1\to-\mathbf a_0$.

```lean
/-- The fourfold rotation in the coordinates of a square lattice. -/
def C4 : Matrix (Fin 2) (Fin 2) ℤ := !![0, -1; 1, 0]
```

The sixfold rotation uses the same hexagonal basis as the threefold one.

```lean
/-- The sixfold rotation in the coordinates of a hexagonal lattice. -/
def C6 : Matrix (Fin 2) (Fin 2) ℤ := !![1, -1; 1, 0]
```

The last matrix is a mirror of a rectangular or square lattice, with the mirror line along $\mathbf a_0$. It will behave differently.

```lean
/-- The mirror that reverses the second lattice coordinate. -/
def mirror : Matrix (Fin 2) (Fin 2) ℤ := !![1, 0; 0, -1]
```

Q: If $P$ is only a representative, could the symmetry test depend on which one I pick?

A: No. Let $Q=P-k$ with $k$ an integer vector, and let $CP-P=m$. Then
$$CQ-Q=m-Ck+k,$$
which is again an integer vector. The proof supplies exactly this vector; its step `hc` records that an integer matrix maps integer vectors to integer vectors.

```lean
omit [DecidableEq n] in
/-- Invariance under a lattice operation passes from a polarisation to every equivalent one. -/
theorem invariant_of_same (C : Matrix n n ℤ) {P Q : n → ℝ}
    (hPQ : SamePolarisation P Q) (hP : IsInvariant C P) : IsInvariant C Q := by
  obtain ⟨k, hk⟩ := hPQ
  obtain ⟨m, hm⟩ := hP
  have hQ : Q = P - fun i => (k i : ℝ) := by
    ext i
    have h := hk i
    simp only [Pi.sub_apply] at h ⊢
    linarith
  refine ⟨m - C *ᵥ k + k, fun i => ?_⟩
  -- an integer matrix maps quanta to quanta
  have hc : (C.map (Int.cast : ℤ → ℝ) *ᵥ fun i => (k i : ℝ)) i = ((C *ᵥ k) i : ℤ) := by
    simp [Matrix.mulVec, dotProduct]
  have h := hm i
  rw [hQ, Matrix.mulVec_sub]
  simp only [Pi.sub_apply, Pi.add_apply, Int.cast_sub, Int.cast_add, hc] at h ⊢
  linarith
```

The integer entries matter. In one dimension, replace $C$ by the number $1/2$: then $P=0$ passes the test, but the equivalent $Q=1$ gives $CQ-Q=-1/2$.

Q: Why should the allowed values be fractions at all?

A: Invariance reads $(C-1)P=m$. The adjugate of $C-1$ has integer entries and satisfies $\operatorname{adj}(C-1)\,(C-1)=\det(C-1)\,1$. Multiplying by it gives
$$\det(C-1)\,P=\operatorname{adj}(C-1)\,m,$$
an integer vector. If the determinant is non-zero, the coordinates of $P$ are fractions with that denominator. In the proof, `hA` is the first equation, `hadj` the adjugate identity carried over to real matrices, and `key` the displayed result.

```lean
/-- In any dimension, if `P` is invariant under `C`, then `det (C - 1)` times `P` is an
integer vector. -/
theorem det_smul_quantised (C : Matrix n n ℤ) {P : n → ℝ} (hP : IsInvariant C P) :
    SamePolarisation (((C - 1).det : ℝ) • P) 0 := by
  obtain ⟨m, hm⟩ := hP
  have e : (C - 1).map (Int.cast : ℤ → ℝ) = C.map (Int.cast : ℤ → ℝ) - 1 := by
    ext i j
    by_cases h : i = j <;> simp [h]
  have hA : (C - 1).map (Int.cast : ℤ → ℝ) *ᵥ P = fun i => (m i : ℝ) := by
    rw [e, Matrix.sub_mulVec, Matrix.one_mulVec]
    exact funext hm
  -- the adjugate inverts `C - 1` up to its determinant, within the integers
  have hadj : (C - 1).adjugate.map (Int.cast : ℤ → ℝ) * (C - 1).map (Int.cast : ℤ → ℝ)
      = ((C - 1).det : ℝ) • (1 : Matrix n n ℝ) := by
    ext i j
    have h := congrFun (congrFun (Matrix.adjugate_mul (C - 1)) i) j
    simp only [Matrix.mul_apply, Matrix.smul_apply, Matrix.one_apply, Matrix.map_apply,
      smul_eq_mul] at h ⊢
    exact_mod_cast h
  have key : ((C - 1).det : ℝ) • P
      = (C - 1).adjugate.map (Int.cast : ℤ → ℝ) *ᵥ fun i => (m i : ℝ) := by
    rw [← hA, Matrix.mulVec_mulVec, hadj, Matrix.smul_mulVec, Matrix.one_mulVec]
  refine ⟨(C - 1).adjugate *ᵥ m, fun i => ?_⟩
  rw [key]
  simp [Matrix.mulVec, dotProduct]
```

Without invariance the conclusion fails: for the fourfold rotation the determinant is $2$, and $P=(1/4,0)$ gives $2P=(1/2,0)$.

Q: Then is every fraction with the right denominator allowed?

A: No, the condition is necessary but not sufficient. For the full answer in the plane we solve two scalar equations. The next two lemmas unpack equivalence and invariance into coordinates, with integers $k$ and $l$ on the right-hand sides of the invariance equations.

```lean
/-- In the plane, equivalence means that both coordinates differ by integers. -/
theorem same_two (P Q : Fin 2 → ℝ) :
    SamePolarisation P Q ↔ ∃ a b : ℤ, P 0 - Q 0 = a ∧ P 1 - Q 1 = b := by
  constructor
  · rintro ⟨m, h⟩
    exact ⟨m 0, m 1, h 0, h 1⟩
  · rintro ⟨a, b, ha, hb⟩
    exact ⟨![a, b], Fin.forall_fin_two.mpr ⟨by simpa using ha, by simpa using hb⟩⟩

/-- In the plane, invariance is a pair of linear equations with integer right-hand sides. -/
theorem invariant_two (a b c d : ℤ) (P : Fin 2 → ℝ) :
    IsInvariant !![a, b; c, d] P ↔
      ∃ k l : ℤ, a * P 0 + b * P 1 - P 0 = k ∧ c * P 0 + d * P 1 - P 1 = l := by
  rw [IsInvariant, same_two]
  simp [Matrix.mulVec, dotProduct, Fin.sum_univ_two]
```

Q: Show me the fourfold case.

A: The equations are
$$-P_1-P_0=k,\qquad P_0-P_1=l.$$
Subtracting the first from the second gives $2P_0=l-k$, and the second gives $P_1=P_0-l$. If $l-k=2j$, then $P=(j,\,j-l)$, equivalent to $(0,0)$. If $l-k=2j+1$, then $P=(j+\tfrac12,\,j-l+\tfrac12)$, equivalent to $(\tfrac12,\tfrac12)$.

Conversely, $P=(a,b)$ with integers $a,b$ gives $k=-a-b$ and $l=a-b$, while $P=(a+\tfrac12,b+\tfrac12)$ gives $k=-a-b-1$ and $l=a-b$. The code splits on parity with `Int.even_or_odd'`, names these integers, and leaves the linear algebra to `linarith`.

```lean
/-- A polarisation is invariant under the fourfold rotation exactly when it is equivalent
to `(0, 0)` or `(1/2, 1/2)`. -/
theorem fourfold_iff (P : Fin 2 → ℝ) :
    IsInvariant C4 P ↔ SamePolarisation P ![0, 0] ∨ SamePolarisation P ![1/2, 1/2] := by
  simp only [C4, invariant_two, same_two, Matrix.cons_val_zero, Matrix.cons_val_one]
  constructor
  · rintro ⟨k, l, h1, h2⟩
    push_cast at h1 h2
    -- twice the first coordinate is the integer `l - k`
    obtain ⟨j, hj | hj⟩ := Int.even_or_odd' (l - k)
    · have hr : (l : ℝ) - k = 2 * j := by exact_mod_cast hj
      exact Or.inl ⟨j, j - l, by linarith, by push_cast; linarith⟩
    · have hr : (l : ℝ) - k = 2 * j + 1 := by exact_mod_cast hj
      exact Or.inr ⟨j, j - l, by linarith, by push_cast; linarith⟩
  · rintro (⟨a, b, h1, h2⟩ | ⟨a, b, h1, h2⟩)
    · refine ⟨-a - b, a - b, ?_, ?_⟩ <;> push_cast <;> linarith
    · refine ⟨-a - b - 1, a - b, ?_, ?_⟩ <;> push_cast <;> linarith
```

Q: And my threefold crystal?

A: Now
$$-P_1-P_0=k,\qquad P_0-2P_1=l.$$
Adding them gives $3P_1=-k-l$, and the first gives $P_0=-k-P_1$. There are three remainders:

- If $-k-l=3j$, then $P=(-k-j,\,j)$, equivalent to $(0,0)$.
- If $-k-l=3j+1$, then $P=(-k-j-1+\tfrac23,\,j+\tfrac13)$, equivalent to $(\tfrac23,\tfrac13)$.
- If $-k-l=3j+2$, then $P=(-k-j-1+\tfrac13,\,j+\tfrac23)$, equivalent to $(\tfrac13,\tfrac23)$.

For the converse, the pairs $(k,l)$ are $(-a-b,\,a-2b)$ for $P=(a,b)$, $(-a-b-1,\,a-2b-1)$ for $P=(a+\tfrac13,b+\tfrac23)$, and $(-a-b-1,\,a-2b)$ for $P=(a+\tfrac23,b+\tfrac13)$. In the proof, `hdiv` provides the three remainders. So the value that troubled you is allowed: rotation changes the vector by whole quanta.

```lean
/-- A polarisation is invariant under the threefold rotation exactly when it is equivalent
to `(0, 0)`, `(1/3, 2/3)` or `(2/3, 1/3)`. -/
theorem threefold_iff (P : Fin 2 → ℝ) :
    IsInvariant C3 P ↔ SamePolarisation P ![0, 0] ∨ SamePolarisation P ![1/3, 2/3] ∨
      SamePolarisation P ![2/3, 1/3] := by
  simp only [C3, invariant_two, same_two, Matrix.cons_val_zero, Matrix.cons_val_one]
  constructor
  · rintro ⟨k, l, h1, h2⟩
    push_cast at h1 h2
    -- three times the second coordinate is the integer `-k - l`
    have hdiv : ∃ j : ℤ, -k - l = 3 * j ∨ -k - l = 3 * j + 1 ∨ -k - l = 3 * j + 2 :=
      ⟨(-k - l) / 3, by omega⟩
    obtain ⟨j, hj | hj | hj⟩ := hdiv
    · have hr : -(k : ℝ) - l = 3 * j := by exact_mod_cast hj
      exact Or.inl ⟨-k - j, j, by push_cast; linarith, by linarith⟩
    · have hr : -(k : ℝ) - l = 3 * j + 1 := by exact_mod_cast hj
      exact Or.inr (Or.inr ⟨-k - j - 1, j, by push_cast; linarith, by linarith⟩)
    · have hr : -(k : ℝ) - l = 3 * j + 2 := by exact_mod_cast hj
      exact Or.inr (Or.inl ⟨-k - j - 1, j, by push_cast; linarith, by linarith⟩)
  · rintro (⟨a, b, h1, h2⟩ | ⟨a, b, h1, h2⟩ | ⟨a, b, h1, h2⟩)
    · refine ⟨-a - b, a - 2 * b, ?_, ?_⟩ <;> push_cast <;> linarith
    · refine ⟨-a - b - 1, a - 2 * b - 1, ?_, ?_⟩ <;> push_cast <;> linarith
    · refine ⟨-a - b - 1, a - 2 * b, ?_, ?_⟩ <;> push_cast <;> linarith
```

Q: Does a twofold axis, which is inversion in the plane, leave more room?

A: It does. The equations separate into $-2P_0=k$ and $-2P_1=l$, so each coordinate is independently an integer or a half-integer. That gives four classes, one for each combination of parities of $k$ and $l$. Conversely, doubling any such coordinate gives an integer.

```lean
/-- A polarisation is invariant under the twofold rotation exactly when it is equivalent to
one of `(0, 0)`, `(1/2, 0)`, `(0, 1/2)` and `(1/2, 1/2)`. -/
theorem twofold_iff (P : Fin 2 → ℝ) :
    IsInvariant C2 P ↔ SamePolarisation P ![0, 0] ∨ SamePolarisation P ![1/2, 0] ∨
      SamePolarisation P ![0, 1/2] ∨ SamePolarisation P ![1/2, 1/2] := by
  simp only [C2, invariant_two, same_two, Matrix.cons_val_zero, Matrix.cons_val_one]
  constructor
  · rintro ⟨k, l, h1, h2⟩
    push_cast at h1 h2
    obtain ⟨i, hi | hi⟩ := Int.even_or_odd' k <;>
      obtain ⟨j, hj | hj⟩ := Int.even_or_odd' l <;>
      subst hi <;> subst hj <;> push_cast at h1 h2
    · exact Or.inl ⟨-i, -j, by push_cast; linarith, by push_cast; linarith⟩
    · exact Or.inr (Or.inr (Or.inl
        ⟨-i, -j - 1, by push_cast; linarith, by push_cast; linarith⟩))
    · exact Or.inr (Or.inl ⟨-i - 1, -j, by push_cast; linarith, by push_cast; linarith⟩)
    · exact Or.inr (Or.inr (Or.inr
        ⟨-i - 1, -j - 1, by push_cast; linarith, by push_cast; linarith⟩))
  · rintro (⟨a, b, h1, h2⟩ | ⟨a, b, h1, h2⟩ | ⟨a, b, h1, h2⟩ | ⟨a, b, h1, h2⟩)
    · refine ⟨-2 * a, -2 * b, ?_, ?_⟩ <;> push_cast <;> linarith
    · refine ⟨-2 * a - 1, -2 * b, ?_, ?_⟩ <;> push_cast <;> linarith
    · refine ⟨-2 * a, -2 * b - 1, ?_, ?_⟩ <;> push_cast <;> linarith
    · refine ⟨-2 * a - 1, -2 * b - 1, ?_, ?_⟩ <;> push_cast <;> linarith
```

A sixfold axis allows only the zero class. Its equations are $-P_1=k$ and $P_0-P_1=l$, so $P=(l-k,\,-k)$ is already an integer vector. Conversely, $P=(a,b)$ gives $k=-b$ and $l=a-b$.

```lean
/-- A polarisation is invariant under the sixfold rotation exactly when it is equivalent
to zero. -/
theorem sixfold_iff (P : Fin 2 → ℝ) :
    IsInvariant C6 P ↔ SamePolarisation P ![0, 0] := by
  simp only [C6, invariant_two, same_two, Matrix.cons_val_zero, Matrix.cons_val_one]
  constructor
  · rintro ⟨k, l, h1, h2⟩
    push_cast at h1 h2
    exact ⟨l - k, -k, by push_cast; linarith, by push_cast; linarith⟩
  · rintro ⟨a, b, h1, h2⟩
    refine ⟨-b, a - b, ?_, ?_⟩ <;> push_cast <;> linarith
```

Q: Could two entries in your lists be the same class in disguise?

A: Not in the fourfold and threefold lists. Equivalent vectors have first coordinates that differ by an integer, whereas here the differences are $\tfrac12$, $\tfrac13$, $\tfrac23$ and $-\tfrac13$. The proof clears the denominator, moves the equation to the integers with `exact_mod_cast`, and lets `omega` find the contradiction. The theorem does not treat the twofold list, where the same comparison of coordinates works.

```lean
/-- The two fourfold values are inequivalent, and the three threefold values are pairwise
inequivalent. -/
theorem values_distinct :
    ¬ SamePolarisation ![1/2, 1/2] ![0, 0] ∧ ¬ SamePolarisation ![1/3, 2/3] ![0, 0] ∧
      ¬ SamePolarisation ![2/3, 1/3] ![0, 0] ∧
      ¬ SamePolarisation ![1/3, 2/3] ![2/3, 1/3] := by
  simp only [same_two, Matrix.cons_val_zero, Matrix.cons_val_one]
  refine ⟨?_, ?_, ?_, ?_⟩ <;> rintro ⟨a, b, h, -⟩
  · have hr : 2 * (a : ℝ) = 1 := by linarith
    have hz : 2 * a = 1 := by exact_mod_cast hr
    omega
  · have hr : 3 * (a : ℝ) = 1 := by linarith
    have hz : 3 * a = 1 := by exact_mod_cast hr
    omega
  · have hr : 3 * (a : ℝ) = 2 := by linarith
    have hz : 3 * a = 2 := by exact_mod_cast hr
    omega
  · have hr : 3 * (a : ℝ) = -1 := by linarith
    have hz : 3 * a = -1 := by exact_mod_cast hr
    omega
```

Q: Does every lattice symmetry then leave only finitely many classes?

A: No, and the mirror is the counter-example. There $CP-P=(0,-2P_1)$, which vanishes for $P=(t,0)$ with any real $t$. Here $\det(C-1)=0$, so the determinant theorem says only that $0\cdot P$ is an integer vector. If the non-zero determinant is given up, a continuous family can survive. The proof takes both integers to be zero.

```lean
/-- Every polarisation `(t, 0)` along the mirror line is invariant under the mirror. -/
theorem mirror_continuous (t : ℝ) : IsInvariant mirror ![t, 0] := by
  rw [mirror, invariant_two]
  exact ⟨0, 0, by simp, by simp⟩

end QuantisedPolarisation
```

```lean
#print axioms QuantisedPolarisation.fourfold_iff
#print axioms QuantisedPolarisation.sixfold_iff
#print axioms QuantisedPolarisation.values_distinct
#print axioms QuantisedPolarisation.mirror_continuous
```

```
'QuantisedPolarisation.fourfold_iff' depends on axioms: [propext, Classical.choice, Quot.sound]
'QuantisedPolarisation.sixfold_iff' depends on axioms: [propext, Classical.choice, Quot.sound]
'QuantisedPolarisation.values_distinct' depends on axioms: [propext, Classical.choice, Quot.sound]
'QuantisedPolarisation.mirror_continuous' depends on axioms: [propext, Classical.choice, Quot.sound]
```

Q: What can I do with this in an electronic-structure calculation?

A: For a neutral, perfectly periodic planar insulator with zero Chern number and an exact rotation axis perpendicular to the plane, you can compare the computed total polarisation, reduced modulo quanta, with the short list for that axis. A value off the list points to a broken symmetry, a numerical error or a mismatch of conventions; a value on it is consistent with the symmetry, but may still be the wrong entry.
